# In a fixed volume, the plane-wave Coulomb error of the cusped function exp(−ar) falls as 1/M

For the single pair function $e^{-ar}$ with $a>0$, the basis error is modelled here as the part of the Coulomb integral $\int e^{-ar}\,r^{-1}\,d^3r$ that comes from wave numbers outside a sphere; $M$ is the number of plane waves in that sphere, counted by their mean density. Electron repulsion makes the opposite-spin wave function rise linearly from contact; $e^{-ar}$, with slope $-a$ at $r=0$, stands for the short-range part subtracted to produce that rise, up to an amplitude. The inverse length $a$ is postulated, not derived from a Schrödinger equation.

```lean
import Mathlib

open MeasureTheory Set Filter Topology Real

namespace CuspBasisError

noncomputable section
```

## The transform, its tail and the cutoff

For a radial function the angular integral leaves a sine, so the transform at wave number $k\neq0$ is

$$F(k)=\frac{4\pi}{k}\int_0^\infty r\,e^{-ar}\sin(kr)\,dr .$$

```lean
/-- Radial Fourier transform of the cusped pair function `exp (-a r)`, for `k ≠ 0`. -/
def cuspTransform (a k : ℝ) : ℝ :=
  4 * π / k * ∫ r in Ioi (0 : ℝ), r * Real.exp (-(a * r)) * Real.sin (k * r)
```

The tail beyond a cutoff $K$ is $T(K)=\int_K^\infty F(k)\,dk$; `Ioi K` is the open half-line $(K,\infty)$.

```lean
/-- Integral of the transform over all wave numbers beyond the cutoff `K`. -/
def cuspTail (a K : ℝ) : ℝ := ∫ k in Ioi K, cuspTransform a k
```

In atomic units the Coulomb kernel is $4\pi/k^2$, and the missing integral is

$$C(K)=\int_K^\infty \frac{4\pi k^2}{(2\pi)^3}\,\frac{4\pi}{k^2}\,F(k)\,dk .$$

```lean
/-- Coulomb integral of the pair function outside the cutoff sphere: shell measure
`4πk²/(2π)³` times Coulomb kernel `4π/k²` times transform, for `K ≥ 0`. -/
def missingCoulomb (a K : ℝ) : ℝ :=
  ∫ k in Ioi K, 4 * π * k ^ 2 / (2 * π) ^ 3 * (4 * π / k ^ 2) * cuspTransform a k
```

A cell of volume $V$ has $V/(2\pi)^3$ plane waves per unit volume of $k$-space. Setting $M=\frac{V}{(2\pi)^3}\frac{4\pi K^3}{3}$ gives $K=(6\pi^2M/V)^{1/3}$.

```lean
/-- Radius of the sphere that holds `M` plane waves of a cell of volume `V > 0`,
counted with the continuum density `V/(2π)³`. -/
def cutoff (V M : ℝ) : ℝ := (6 * π ^ 2 * M / V) ^ (1 / 3 : ℝ)
```

One alternative is to let $M$ be the exact number of reciprocal-lattice points in the sphere. The limiting constant would stay the same, but the proof would need an estimate of that count. Replacing $C$ by a lattice sum would be a further change.

## Evaluating the sine integral

The antiderivative will need $\frac{d}{dr}e^{-ar}=-a\,e^{-ar}$.

```lean
/-- Derivative of the exponential `exp (-a r)`. -/
theorem hasDerivAt_decay (a x : ℝ) :
    HasDerivAt (fun r : ℝ => Real.exp (-(a * r))) (-(a * Real.exp (-(a * x)))) x :=
  (((hasDerivAt_id' x).const_mul a).fun_neg.exp).congr_deriv (by ring)
```

In it, $\sin kr$ and $\cos kr$ are multiplied by combinations $p\,r\,e^{-ar}+q\,e^{-ar}$, which tend to zero at infinity because $a>0$.

```lean
/-- For `a > 0`, any combination of `r exp (-a r)` and `exp (-a r)` vanishes at large
distance. -/
theorem tendsto_decay {a : ℝ} (ha : 0 < a) (p q : ℝ) :
    Tendsto (fun r : ℝ => p * (r * Real.exp (-(a * r))) + q * Real.exp (-(a * r)))
      atTop (𝓝 0) := by
  have hlin : Tendsto (fun r : ℝ => a * r) atTop atTop := tendsto_id.const_mul_atTop ha
  have h2 : Tendsto (fun r : ℝ => Real.exp (-(a * r))) atTop (𝓝 0) :=
    Real.tendsto_exp_neg_atTop_nhds_zero.comp hlin
  have h1 : Tendsto (fun r : ℝ => r * Real.exp (-(a * r))) atTop (𝓝 0) := by
    have h := ((Real.tendsto_pow_mul_exp_neg_atTop_nhds_zero 1).comp hlin).const_mul (1 / a)
    rw [mul_zero] at h
    refine h.congr fun r => ?_
    simp only [Function.comp_apply, pow_one]
    field_simp
  simpa only [mul_zero, add_zero] using (h1.const_mul p).add (h2.const_mul q)
```

Since $\frac{d}{dr}\left[-(ar+1)e^{-ar}\right]=a^2r\,e^{-ar}\ge0$ and the bracket tends to zero, $r\,e^{-ar}$ is integrable on $(0,\infty)$.

```lean
/-- For `a > 0`, the radial weight `r exp (-a r)` is integrable over `r > 0`. -/
theorem integrableOn_weight {a : ℝ} (ha : 0 < a) :
    IntegrableOn (fun r : ℝ => r * Real.exp (-(a * r))) (Ioi 0) := by
  have h : IntegrableOn (fun r : ℝ => a ^ 2 * (r * Real.exp (-(a * r)))) (Ioi 0) := by
    refine integrableOn_Ioi_deriv_of_nonneg'
      (g := fun r : ℝ => -a * (r * Real.exp (-(a * r))) + -1 * Real.exp (-(a * r)))
      (fun x _ => ?_) (fun x hx => ?_) (tendsto_decay ha (-a) (-1))
    · exact ((((hasDerivAt_id' x).fun_mul (hasDerivAt_decay a x)).const_mul (-a)).fun_add
        ((hasDerivAt_decay a x).const_mul (-1))).congr_deriv (by ring)
    · have hx0 : 0 < x := hx
      positivity
  refine (Integrable.const_mul h (1 / a ^ 2)).congr (ae_of_all _ fun r => ?_)
  show 1 / a ^ 2 * (a ^ 2 * (r * Real.exp (-(a * r)))) = r * Real.exp (-(a * r))
  field_simp
```

Write $D=k^2+a^2$ and

$$G(r)=-e^{-ar}\left\{\left[Dar+a^2-k^2\right]\sin kr+\left[Dkr+2ak\right]\cos kr\right\}.$$

In $G'$ the cosine terms cancel, leaving $G'(r)=D^2\,r\,e^{-ar}\sin kr$. As $G(\infty)=0$ and $G(0)=-2ak$, the sine integral is $2ak/D^2$, and

$$F(k)=\frac{8\pi a}{(k^2+a^2)^2}.$$

In the proof, `hb` shows that a vanishing factor times a bounded one vanishes, `hint` gives integrability, and `hI` applies the fundamental theorem of calculus to $G$.

```lean
/-- Closed form of the transform for `a > 0` and `k ≠ 0`: `F(k) = 8πa/(k² + a²)²`. -/
theorem cuspTransform_eq {a k : ℝ} (ha : 0 < a) (hk : k ≠ 0) :
    cuspTransform a k = 8 * π * a / (k ^ 2 + a ^ 2) ^ 2 := by
  have hb : ∀ u v : ℝ → ℝ, Tendsto u atTop (𝓝 0) → (∀ r, |v r| ≤ 1) →
      Tendsto (fun r => u r * v r) atTop (𝓝 0) := by
    intro u v hu hv
    have h0 := hu.abs
    rw [abs_zero] at h0
    refine squeeze_zero_norm (fun r => ?_) h0
    rw [Real.norm_eq_abs, abs_mul]
    exact mul_le_of_le_one_right (abs_nonneg _) (hv r)
  have hint : IntegrableOn
      (fun r : ℝ => r * Real.exp (-(a * r)) * Real.sin (k * r)) (Ioi 0) := by
    refine Integrable.mono (integrableOn_weight ha)
      (by fun_prop : Continuous _).aestronglyMeasurable (ae_of_all _ fun r => ?_)
    rw [norm_mul]
    exact mul_le_of_le_one_right (norm_nonneg _) (Real.abs_sin_le_one _)
  -- an explicit antiderivative, scaled by (k² + a²)² to avoid denominators
  have ht := ((hb _ _ (tendsto_decay ha ((k ^ 2 + a ^ 2) * a) (a ^ 2 - k ^ 2))
    (fun r => Real.abs_sin_le_one (k * r))).add
    (hb _ _ (tendsto_decay ha ((k ^ 2 + a ^ 2) * k) (2 * a * k))
    (fun r => Real.abs_cos_le_one (k * r)))).neg
  simp only [add_zero, neg_zero] at ht
  have hI := integral_Ioi_of_hasDerivAt_of_tendsto' (a := (0 : ℝ))
    (f' := fun r : ℝ => (k ^ 2 + a ^ 2) ^ 2 *
      (r * Real.exp (-(a * r)) * Real.sin (k * r)))
    (fun x _ => by
      have he := hasDerivAt_decay a x
      have hre := (hasDerivAt_id' x).fun_mul he
      have hs := ((hasDerivAt_id' x).const_mul k).sin
      have hc := ((hasDerivAt_id' x).const_mul k).cos
      exact (((((hre.const_mul ((k ^ 2 + a ^ 2) * a)).fun_add
        (he.const_mul (a ^ 2 - k ^ 2))).fun_mul hs).fun_add
        (((hre.const_mul ((k ^ 2 + a ^ 2) * k)).fun_add
        (he.const_mul (2 * a * k))).fun_mul hc)).fun_neg).congr_deriv (by ring))
    (Integrable.const_mul hint _) ht
  rw [integral_const_mul] at hI
  simp only [mul_zero, neg_zero, Real.exp_zero, Real.sin_zero, Real.cos_zero,
    mul_one, zero_add, zero_sub, neg_neg] at hI
  have hD : (k ^ 2 + a ^ 2) ^ 2 ≠ 0 := by positivity
  rw [mul_comm] at hI
  rw [cuspTransform, eq_div_of_mul_eq hD hI, div_mul_div_comm,
    div_eq_div_iff (mul_ne_zero hk hD) hD]
  ring
```

The condition $a>0$ matters. For $a=-1$ the integrand $r\,e^{r}\sin kr$ is not integrable; Lean then assigns the integral the value 0, whereas the closed form would give $-8\pi/(k^2+1)^2$.

## Bounding the tail

For $K>0$ and a natural number $n$, the antiderivative $-1/[(n+1)k^{n+1}]$ yields

$$\int_K^\infty\frac{dk}{k^{n+2}}=\frac{1}{(n+1)K^{n+1}} .$$

```lean
/-- Integral of an inverse power of the wave number beyond a cutoff `K > 0`, with its
integrability. -/
theorem inverse_power_tail (n : ℕ) {K : ℝ} (hK : 0 < K) :
    IntegrableOn (fun k : ℝ => 1 / k ^ (n + 2)) (Ioi K) ∧
      ∫ k in Ioi K, 1 / k ^ (n + 2) = 1 / (((n : ℝ) + 1) * K ^ (n + 1)) := by
  have hd : ∀ x ∈ Ici K, HasDerivAt (fun k : ℝ => -(1 / (((n : ℝ) + 1) * k ^ (n + 1))))
      (1 / x ^ (n + 2)) x := by
    intro x hx
    have hx0 : 0 < x := lt_of_lt_of_le hK hx
    refine (((hasDerivAt_const x (1 : ℝ)).fun_div
      ((hasDerivAt_pow (n + 1) x).const_mul ((n : ℝ) + 1))
      (by positivity)).fun_neg).congr_deriv ?_
    rw [← neg_div, div_eq_div_iff (by positivity) (by positivity)]
    simp only [Nat.add_sub_cancel]
    push_cast
    ring
  have hpos : ∀ x ∈ Ioi K, 0 ≤ 1 / x ^ (n + 2) := by
    intro x hx
    have hx0 : 0 < x := lt_trans hK hx
    positivity
  have ht : Tendsto (fun k : ℝ => -(1 / (((n : ℝ) + 1) * k ^ (n + 1)))) atTop (𝓝 0) := by
    have h1 : Tendsto (fun k : ℝ => ((n : ℝ) + 1) * k ^ (n + 1)) atTop atTop :=
      (tendsto_pow_atTop n.succ_ne_zero).const_mul_atTop (by positivity)
    have h2 := (tendsto_inv_atTop_zero.comp h1).neg
    rw [neg_zero] at h2
    exact h2.congr fun k => by simp only [Function.comp_apply, one_div]
  refine ⟨integrableOn_Ioi_deriv_of_nonneg' hd hpos ht, ?_⟩
  rw [integral_Ioi_of_hasDerivAt_of_nonneg' hd hpos ht, zero_sub, neg_neg]
```

Because $(k^2+a^2)^2\ge k^4$, we have $F(k)\le 8\pi a/k^4$. From below,

$$(k^2-2a^2)(k^2+a^2)^2=k^6-3a^4k^2-2a^6\le k^6,$$

so $F(k)\ge 8\pi a\,(k^{-4}-2a^2k^{-6})$. Integrating with $n=2$ and $n=4$ gives, at every $K>0$,

$$\frac{8\pi a}{3K^3}-\frac{16\pi a^3}{5K^5}\le T(K)\le\frac{8\pi a}{3K^3}.$$

The pointwise inequalities are `hup` and `hlow`; `setIntegral_mono_on` integrates them.

```lean
/-- Bounds on the tail for `a > 0` at every cutoff `K > 0`: it lies below `8πa/(3K³)` by at most
`16πa³/(5K⁵)`. -/
theorem cuspTail_bounds {a K : ℝ} (ha : 0 < a) (hK : 0 < K) :
    8 * π * a / (3 * K ^ 3) - 16 * π * a ^ 3 / (5 * K ^ 5) ≤ cuspTail a K ∧
      cuspTail a K ≤ 8 * π * a / (3 * K ^ 3) := by
  have h4 : IntegrableOn (fun k : ℝ => 1 / k ^ 4) (Ioi K) ∧
      ∫ k in Ioi K, 1 / k ^ 4 = 1 / (3 * K ^ 3) :=
    ⟨(inverse_power_tail 2 hK).1, (inverse_power_tail 2 hK).2.trans (by norm_num)⟩
  have h6 : IntegrableOn (fun k : ℝ => 1 / k ^ 6) (Ioi K) ∧
      ∫ k in Ioi K, 1 / k ^ 6 = 1 / (5 * K ^ 5) :=
    ⟨(inverse_power_tail 4 hK).1, (inverse_power_tail 4 hK).2.trans (by norm_num)⟩
  have hT : cuspTail a K = ∫ k in Ioi K, 8 * π * a / (k ^ 2 + a ^ 2) ^ 2 :=
    setIntegral_congr_fun measurableSet_Ioi
      fun k hk => cuspTransform_eq ha (lt_trans hK hk).ne'
  have hup : ∀ k ∈ Ioi K,
      8 * π * a / (k ^ 2 + a ^ 2) ^ 2 ≤ 8 * π * a * (1 / k ^ 4) := by
    intro k hk
    have hk0 : 0 < k := lt_trans hK hk
    have h : k ^ 4 ≤ (k ^ 2 + a ^ 2) ^ 2 := by
      nlinarith [sq_nonneg (k * a), sq_nonneg (a ^ 2)]
    rw [mul_one_div]
    exact div_le_div_of_nonneg_left (by positivity) (by positivity) h
  have hlow : ∀ k ∈ Ioi K, 8 * π * a * (1 / k ^ 4 - 2 * a ^ 2 * (1 / k ^ 6)) ≤
      8 * π * a / (k ^ 2 + a ^ 2) ^ 2 := by
    intro k hk
    have hk0 : 0 < k := lt_trans hK hk
    have e : 1 / k ^ 4 = k ^ 2 / k ^ 6 := by
      rw [div_eq_div_iff (by positivity) (by positivity)]
      ring
    have h : 1 / k ^ 4 - 2 * a ^ 2 * (1 / k ^ 6) ≤ 1 / (k ^ 2 + a ^ 2) ^ 2 := by
      rw [e, mul_one_div, ← sub_div, div_le_div_iff₀ (by positivity) (by positivity)]
      have p1 : 0 ≤ k ^ 2 * a ^ 4 := by positivity
      have p2 : 0 ≤ a ^ 6 := by positivity
      nlinarith [p1, p2]
    rw [← mul_one_div (8 * π * a) ((k ^ 2 + a ^ 2) ^ 2)]
    exact mul_le_mul_of_nonneg_left h (by positivity)
  have hu := Integrable.const_mul h4.1 (8 * π * a)
  have hl := Integrable.const_mul
    (Integrable.sub h4.1 (Integrable.const_mul h6.1 (2 * a ^ 2))) (8 * π * a)
  have hF : IntegrableOn (fun k : ℝ => 8 * π * a / (k ^ 2 + a ^ 2) ^ 2) (Ioi K) := by
    refine Integrable.mono' hu (by fun_prop : Measurable _).aestronglyMeasurable
      (ae_restrict_of_forall_mem measurableSet_Ioi fun k hk => ?_)
    rw [Real.norm_of_nonneg (by positivity)]
    exact hup k hk
  rw [hT]
  constructor
  · have h := setIntegral_mono_on hl hF measurableSet_Ioi hlow
    have e : ∫ k in Ioi K, 8 * π * a * (1 / k ^ 4 - 2 * a ^ 2 * (1 / k ^ 6)) =
        8 * π * a * (1 / (3 * K ^ 3) - 2 * a ^ 2 * (1 / (5 * K ^ 5))) := by
      rw [integral_const_mul, integral_sub h4.1 (Integrable.const_mul h6.1 _),
        integral_const_mul, h4.2, h6.2]
    calc _ = 8 * π * a * (1 / (3 * K ^ 3) - 2 * a ^ 2 * (1 / (5 * K ^ 5))) := by ring
      _ ≤ _ := e.symm.trans_le h
  · have h := setIntegral_mono_on hF hu measurableSet_Ioi hup
    rwa [integral_const_mul, h4.2, mul_one_div] at h
```

Multiplying by $K^3$ traps $K^3T(K)$ between $\frac{8\pi a}{3}-\frac{16\pi a^3}{5K^2}$ and $\frac{8\pi a}{3}$. Hence, for $a>0$, $K^3T(K)\to 8\pi a/3$ as $K\to\infty$, which is what `Tendsto` along `atTop` says.

```lean
/-- Cusp tail law: `K³` times the integral of the transform beyond `K` tends to
`8πa/3`. -/
theorem cuspTail_limit {a : ℝ} (ha : 0 < a) :
    Tendsto (fun K : ℝ => K ^ 3 * cuspTail a K) atTop (𝓝 (8 * π * a / 3)) := by
  have hl : Tendsto (fun K : ℝ => 8 * π * a / 3 - 16 * π * a ^ 3 / 5 * K⁻¹ ^ 2) atTop
      (𝓝 (8 * π * a / 3)) := by
    have h := (((tendsto_inv_atTop_zero : Tendsto (fun x : ℝ => x⁻¹) atTop (𝓝 0)).pow
      2).const_mul (16 * π * a ^ 3 / 5)).const_sub (8 * π * a / 3)
    have e : 8 * π * a / 3 - 16 * π * a ^ 3 / 5 * 0 ^ 2 = 8 * π * a / 3 := by ring
    rwa [e] at h
  refine tendsto_of_tendsto_of_tendsto_of_le_of_le' hl tendsto_const_nhds ?_ ?_
  · filter_upwards [eventually_gt_atTop (0 : ℝ)] with K hK
    calc _ = K ^ 3 * (8 * π * a / (3 * K ^ 3) - 16 * π * a ^ 3 / (5 * K ^ 5)) := by
          field_simp
      _ ≤ _ := mul_le_mul_of_nonneg_left (cuspTail_bounds ha hK).1 (by positivity)
  · filter_upwards [eventually_gt_atTop (0 : ℝ)] with K hK
    calc _ ≤ K ^ 3 * (8 * π * a / (3 * K ^ 3)) :=
          mul_le_mul_of_nonneg_left (cuspTail_bounds ha hK).2 (by positivity)
      _ = _ := by field_simp
```

## From wave numbers to basis size

In $C(K)$ the powers of $k$ cancel: $\frac{4\pi k^2}{8\pi^3}\cdot\frac{4\pi}{k^2}=\frac{2}{\pi}$. Therefore $C(K)=\frac{2}{\pi}T(K)$ for $K\ge0$.

```lean
/-- The Coulomb integral outside the cutoff sphere is `2/π` times the tail of the
transform. -/
theorem missingCoulomb_eq (a : ℝ) {K : ℝ} (hK : 0 ≤ K) :
    missingCoulomb a K = 2 / π * cuspTail a K := by
  rw [missingCoulomb, cuspTail, ← integral_const_mul]
  refine setIntegral_congr_fun measurableSet_Ioi fun k hk => ?_
  have hk0 : 0 < k := lt_of_le_of_lt hK hk
  have e : 4 * π * k ^ 2 / (2 * π) ^ 3 * (4 * π / k ^ 2) = 2 / π := by
    rw [div_mul_div_comm, div_eq_div_iff (by positivity) (by positivity)]
    ring
  simp only [e]
```

Finally, $M=VK^3/(6\pi^2)$, so

$$M\,C(K)=\frac{V}{6\pi^2}\cdot\frac{2}{\pi}\,K^3T(K)\;\longrightarrow\;\frac{8aV}{9\pi^2}.$$

The theorem takes this limit over natural numbers $M$, with $a>0$ and $V>0$ held fixed. In the proof, `hcut` shows that the cutoff grows without bound, and `hcube` recovers $K^3$ from the cube root.

```lean
/-- The `1/M` basis error: with `M` plane waves in volume `V`, `M` times the missing
Coulomb integral tends to `8aV/(9π²)`. -/
theorem basis_error_limit {a V : ℝ} (ha : 0 < a) (hV : 0 < V) :
    Tendsto (fun M : ℕ => (M : ℝ) * missingCoulomb a (cutoff V M)) atTop
      (𝓝 (8 * a * V / (9 * π ^ 2))) := by
  have hlin : Tendsto (fun M : ℕ => 6 * π ^ 2 * (M : ℝ) / V) atTop atTop := by
    have h := (tendsto_natCast_atTop_atTop (R := ℝ)).const_mul_atTop
      (show 0 < 6 * π ^ 2 / V by positivity)
    exact h.congr fun M => by ring
  have hcut : Tendsto (fun M : ℕ => cutoff V M) atTop atTop :=
    (tendsto_rpow_atTop (by norm_num : (0 : ℝ) < 1 / 3)).comp hlin
  have h := ((cuspTail_limit ha).comp hcut).const_mul (V / (6 * π ^ 2) * (2 / π))
  have e : V / (6 * π ^ 2) * (2 / π) * (8 * π * a / 3) = 8 * a * V / (9 * π ^ 2) := by
    rw [div_mul_div_comm, div_mul_div_comm,
      div_eq_div_iff (by positivity) (by positivity)]
    ring
  rw [e] at h
  refine h.congr fun M => ?_
  have hx : 0 ≤ 6 * π ^ 2 * (M : ℝ) / V := by positivity
  -- the cube of the cutoff is proportional to the number of plane waves
  have hcube : cutoff V M ^ 3 = 6 * π ^ 2 * (M : ℝ) / V := by
    rw [cutoff, ← Real.rpow_natCast, ← Real.rpow_mul hx]
    norm_num
  have hc : 0 ≤ cutoff V M := Real.rpow_nonneg hx _
  rw [missingCoulomb_eq a hc]
  simp only [Function.comp_apply]
  rw [hcube]
  generalize cuspTail a (cutoff V M) = T
  field_simp

end

end CuspBasisError
```

For plane-wave correlation calculations this supports extrapolating linearly in $1/M$ at fixed volume and large $M$, within a model that has one fixed pair function, a continuous $k$-integral and no self-consistent response of the wave function to the cutoff.

```lean
#print axioms CuspBasisError.basis_error_limit
```

```
'CuspBasisError.basis_error_limit' depends on axioms: [propext, Classical.choice, Quot.sound]
```
